# For orthonormal orbitals, UHF spin contamination is nonnegative and vanishes exactly when the beta orbitals lie in the alpha span

An unrestricted Hartree–Fock (UHF) calculation allows alpha and beta electrons to have different spatial orbitals, and its value of S² can then differ from M(M + 1), where M is the spin projection. The difference is a particle number minus a double sum of squared overlaps. If nothing is known about its sign, it is hard to interpret. A zero might come from an excess in one orbital cancelling a deficit in another, and a negative value could not be recognised as an error.

Write a_i for the occupied alpha orbitals, b_j for the occupied beta orbitals, and N_a and N_b for their numbers. The difference is the spin contamination

C(a, b) = N_b − Σ_j Σ_i |⟨a_i, b_j⟩|².

The name follows the usual convention that alpha is the majority spin, N_a ≥ N_b. With more beta than alpha electrons, C is positive even for a pure spin state, and the two families should be exchanged.

When each family is orthonormal, C is a sum of squared lengths, one for each beta orbital: the length is that of the orbital's component outside the alpha span. C is therefore never negative, and it is zero only if every one of those lengths is zero.

## Orbitals, overlaps and the value of S²

The orbitals are the spatial parts of the spin orbitals, so alpha and beta orbitals are vectors in the same complex inner-product space E. Its dimension is unrestricted: E may be a space of square-integrable functions or the span of a finite basis set. Only the number of occupied orbitals is finite.

In Lean 4 with Mathlib:

```lean
import Mathlib

open Finset

namespace UHFSpinContamination

noncomputable section

variable {E ι κ : Type*} [NormedAddCommGroup E] [InnerProductSpace ℂ E]
  [Fintype ι] [Fintype κ]
```

The type `ι` labels the alpha orbitals and `κ` the beta orbitals, so N_a and N_b are the sizes of these two types. Either may be empty. Orthonormality is not built into the setting; each theorem that needs it assumes it. Nothing requires the orbitals to solve the Hartree–Fock equations, so the results apply to unconverged orbitals as well.

The contamination is defined by the formula above, with j running over the beta orbitals and i over the alpha orbitals.

```lean
/-- The spin contamination `N_b - ∑ |⟨a_i, b_j⟩|²` of alpha orbitals `a` and beta orbitals `b`. -/
def spinContamination (a : ι → E) (b : κ → E) : ℝ :=
  (Fintype.card κ : ℝ) - ∑ j, ∑ i, ‖inner ℂ (a i) (b j)‖ ^ 2
```

Here `a` and `b` are functions from labels to vectors, and `inner ℂ (a i) (b j)` is ⟨a_i, b_j⟩, conjugate-linear in its first argument. The result is a real number because only the moduli of the overlaps enter.

The part of a vector x that the alpha orbitals can represent is

P x = Σ_i ⟨a_i, x⟩ a_i.

```lean
/-- The expansion `∑ ⟨a_i, x⟩ a_i` of a vector `x` in the alpha orbitals. -/
def alphaPart (a : ι → E) (x : E) : E := ∑ i, inner ℂ (a i) x • a i
```

For orthonormal a_i this is the orthogonal projection onto the alpha span. The definition itself is just the sum, and the projection properties are derived below.

The spin projection, in units of ħ, is half the difference of the two particle numbers:

M = (N_a − N_b)/2.

```lean
/-- The spin projection `M = (N_a - N_b) / 2`, with orbitals labelled by `ι` and `κ`. -/
def spinProjection (ι κ : Type*) [Fintype ι] [Fintype κ] : ℝ :=
  ((Fintype.card ι : ℝ) - Fintype.card κ) / 2
```

Since M depends only on how many orbitals there are, `spinProjection` takes the label types and not the orbitals. It may be negative.

For a single determinant built from orthonormal alpha and orthonormal beta orbitals, the mean value of S² is given by the orbital formula

⟨S²⟩ = M² + (N_a + N_b)/2 − Σ_j Σ_i |⟨a_i, b_j⟩|².

```lean
/-- The UHF orbital formula for the mean value of `S²`:
`M² + (N_a + N_b) / 2 - ∑ |⟨a_i, b_j⟩|²`. -/
def uhfSpinSquared (a : ι → E) (b : κ → E) : ℝ :=
  spinProjection ι κ ^ 2 + ((Fintype.card ι : ℝ) + Fintype.card κ) / 2
    - ∑ j, ∑ i, ‖inner ℂ (a i) (b j)‖ ^ 2
```

This formula enters as a definition. It stands for the expectation value of the many-electron operator S² in the UHF determinant, but neither the operator nor the determinant is constructed here.

## The length of what the alpha orbitals miss

Let r = x − P x be the residual of x. It is orthogonal to every alpha orbital, since ⟨a_i, a_k⟩ is 1 for k = i and 0 otherwise:

⟨a_i, r⟩ = ⟨a_i, x⟩ − Σ_k ⟨a_k, x⟩ ⟨a_i, a_k⟩ = ⟨a_i, x⟩ − ⟨a_i, x⟩ = 0.

As P x is a combination of the a_i, it follows that ⟨P x, r⟩ = 0. Therefore

‖r‖² = ⟨x − P x, r⟩ = ⟨x, r⟩ = ‖x‖² − ⟨x, P x⟩.

The last term is

⟨x, P x⟩ = Σ_i ⟨a_i, x⟩ ⟨x, a_i⟩ = Σ_i |⟨a_i, x⟩|²,

and so

‖x − P x‖² = ‖x‖² − Σ_i |⟨a_i, x⟩|².

```lean
/-- For orthonormal alpha orbitals, the squared norm of what is left of `x` after removing its alpha
part is `‖x‖² - ∑ |⟨a_i, x⟩|²`. -/
theorem norm_sq_sub_alphaPart {a : ι → E} (ha : Orthonormal ℂ a) (x : E) :
    ‖x - alphaPart a x‖ ^ 2 = ‖x‖ ^ 2 - ∑ i, ‖inner ℂ (a i) x‖ ^ 2 := by
  have nrm : ∀ y : E, inner ℂ y y = ((‖y‖ ^ 2 : ℝ) : ℂ) := fun y =>
    (inner_self_eq_norm_sq_to_K y).trans (Complex.ofReal_pow _ _).symm
  -- the residual is orthogonal to every alpha orbital, hence to the alpha part
  have h0 : ∀ i, inner ℂ (a i) (x - alphaPart a x) = 0 := by
    intro i
    rw [inner_sub_right, alphaPart, ha.inner_right_fintype, sub_self]
  have hp : inner ℂ (alphaPart a x) (x - alphaPart a x) = 0 := by
    conv_lhs => arg 2; rw [alphaPart]
    rw [sum_inner]
    refine Finset.sum_eq_zero fun i _ => ?_
    rw [inner_smul_left, h0, mul_zero]
  have hx : inner ℂ x (alphaPart a x) = ((∑ i, ‖inner ℂ (a i) x‖ ^ 2 : ℝ) : ℂ) := by
    rw [alphaPart, inner_sum, Complex.ofReal_sum]
    refine Finset.sum_congr rfl fun i _ => ?_
    rw [inner_smul_right, ← inner_conj_symm x (a i), Complex.mul_conj,
      Complex.normSq_eq_norm_sq]
  apply Complex.ofReal_injective
  rw [← nrm, inner_sub_left, hp, sub_zero, inner_sub_right, hx, nrm, Complex.ofReal_sub]
```

The intermediate facts follow the same order. `h0` is the orthogonality of r to each a_i, `hp` is ⟨P x, r⟩ = 0, and `hx` evaluates ⟨x, P x⟩. Inner products are complex while the claim is about real numbers, so the proof compares both sides as complex numbers and returns to the reals through `Complex.ofReal_injective`.

## Membership in the alpha span

If x lies in the span, then x = Σ_k c_k a_k for some coefficients c_k. Taking the inner product with a_i gives

⟨a_i, x⟩ = c_i,

so P x = Σ_i c_i a_i = x. Conversely, if P x = x, then x is the combination of the a_i with coefficients ⟨a_i, x⟩, and it lies in the span.

```lean
/-- For orthonormal alpha orbitals, a vector lies in their span exactly when it equals its alpha
part. -/
theorem mem_span_iff_alphaPart_eq {a : ι → E} (ha : Orthonormal ℂ a) (x : E) :
    x ∈ Submodule.span ℂ (Set.range a) ↔ alphaPart a x = x := by
  rw [Submodule.mem_span_range_iff_exists_fun]
  constructor
  · rintro ⟨c, rfl⟩
    unfold alphaPart
    refine Finset.sum_congr rfl fun i _ => ?_
    rw [ha.inner_right_fintype]
  · intro h
    exact ⟨fun i => inner ℂ (a i) x, h⟩
```

`Submodule.span ℂ (Set.range a)` is the set of all complex linear combinations of the alpha orbitals. The first rewrite turns membership into the existence of coefficients, and the two bullets are the two directions just given.

## Contamination as a sum of squared lengths

Apply the residual formula to x = b_j, with ‖b_j‖ = 1, and sum over j:

Σ_j ‖b_j − P b_j‖² = Σ_j (1 − Σ_i |⟨a_i, b_j⟩|²) = N_b − Σ_j Σ_i |⟨a_i, b_j⟩|² = C(a, b).

```lean
/-- For orthonormal alpha orbitals and normalised beta orbitals, the spin contamination is the sum
of the squared norms, one for each beta orbital, of their components outside the alpha space. -/
theorem spinContamination_eq_sum {a : ι → E} {b : κ → E} (ha : Orthonormal ℂ a)
    (hb : ∀ j, ‖b j‖ = 1) :
    spinContamination a b = ∑ j, ‖b j - alphaPart a (b j)‖ ^ 2 := by
  simp only [norm_sq_sub_alphaPart ha, hb, Finset.sum_sub_distrib]
  simp [spinContamination]
```

The hypothesis `hb` asks only that each beta orbital be normalised. Orthogonality among the beta orbitals plays no part in this identity.

Every term of the sum is nonnegative, so

C(a, b) ≥ 0.

A sum of nonnegative terms is zero only if each term is zero. Hence C(a, b) = 0 means b_j = P b_j for every j, which by the span criterion says that every b_j lies in the alpha span. In the other direction, if every b_j lies in that span, all residuals are zero and so is C.

```lean
/-- For orthonormal alpha orbitals and orthonormal beta orbitals, the UHF spin contamination is
nonnegative, and it vanishes exactly when every beta orbital lies in the span of the alpha orbitals.
-/
theorem spinContamination_nonneg_and_eq_zero_iff {a : ι → E} {b : κ → E}
    (ha : Orthonormal ℂ a) (hb : Orthonormal ℂ b) :
    0 ≤ spinContamination a b ∧
      (spinContamination a b = 0 ↔ ∀ j, b j ∈ Submodule.span ℂ (Set.range a)) := by
  rw [spinContamination_eq_sum ha hb.1]
  refine ⟨Finset.sum_nonneg fun j _ => sq_nonneg _, ?_⟩
  -- a sum of squares vanishes only term by term
  rw [Finset.sum_eq_zero_iff_of_nonneg fun j _ => sq_nonneg _]
  refine ⟨fun h j => ?_, fun h j _ => ?_⟩
  · have hj := norm_eq_zero.mp (pow_eq_zero_iff two_ne_zero |>.mp (h j (Finset.mem_univ j)))
    exact (mem_span_iff_alphaPart_eq ha _).mpr (sub_eq_zero.mp hj).symm
  · rw [(mem_span_iff_alphaPart_eq ha _).mp (h j), sub_self, norm_zero]
    norm_num
```

The statement joins the inequality and the equivalence with `∧`. After rewriting C as the sum of squares, `Finset.sum_eq_zero_iff_of_nonneg` performs the term-by-term step, and `mem_span_iff_alphaPart_eq` translates between zero residuals and membership in the span.

The condition concerns spans and not individual orbitals. The beta orbitals may differ from the alpha orbitals one by one, provided that each is a linear combination of them. With no beta orbitals the condition holds trivially and C = 0; with no alpha orbitals the span contains only the zero vector and C = N_b.

## Exchanging the two spins

An overlap has the same modulus in either order, |⟨b_j, a_i⟩| = |⟨a_i, b_j⟩|, so exchanging the families leaves the double sum unchanged. Only the particle number in front of it changes:

C(b, a) = N_a − Σ_j Σ_i |⟨a_i, b_j⟩|² = C(a, b) + N_a − N_b.

```lean
/-- Exchanging the roles of alpha and beta orbitals changes the contamination by `N_a - N_b`. -/
theorem spinContamination_swap (a : ι → E) (b : κ → E) :
    spinContamination b a
      = spinContamination a b + ((Fintype.card ι : ℝ) - Fintype.card κ) := by
  have h : ∑ i, ∑ j, ‖inner ℂ (b j) (a i)‖ ^ 2 = ∑ j, ∑ i, ‖inner ℂ (a i) (b j)‖ ^ 2 := by
    rw [Finset.sum_comm]
    refine Finset.sum_congr rfl fun j _ => Finset.sum_congr rfl fun i _ => ?_
    rw [norm_inner_symm]
  unfold spinContamination
  rw [h]
  ring
```

No orthonormality is needed. The auxiliary equality `h` exchanges the order of summation and uses the symmetry of the modulus; the rest is arithmetic.

Suppose now that C(a, b) = 0. The exchanged contamination is also nonnegative, so

0 ≤ C(b, a) = N_a − N_b,

and therefore N_b ≤ N_a.

```lean
/-- If the alpha orbitals are orthonormal, the beta orbitals are orthonormal and the spin
contamination vanishes, there are at most as many beta as alpha orbitals. -/
theorem card_le_of_spinContamination_eq_zero {a : ι → E} {b : κ → E}
    (ha : Orthonormal ℂ a) (hb : Orthonormal ℂ b) (h : spinContamination a b = 0) :
    Fintype.card κ ≤ Fintype.card ι := by
  have h1 := (spinContamination_nonneg_and_eq_zero_iff hb ha).1
  rw [spinContamination_swap, h] at h1
  have h2 : (Fintype.card κ : ℝ) ≤ Fintype.card ι := by linarith
  exact_mod_cast h2
```

The nonnegativity theorem is used here with the families exchanged, as the argument order `hb ha` shows. This is where the orthogonality of the beta orbitals matters, because they now play the part of the spanning family. The inequality is first obtained for real numbers and then transferred to the natural numbers that count the orbitals.

## A lower bound on the UHF value of S²

Since (N_a + N_b)/2 = M + N_b, the orbital formula can be regrouped:

⟨S²⟩ = M² + M + N_b − Σ_j Σ_i |⟨a_i, b_j⟩|² = M(M + 1) + C(a, b).

```lean
/-- The UHF value of `S²` is `M (M + 1)` plus the spin contamination. -/
theorem uhfSpinSquared_eq (a : ι → E) (b : κ → E) :
    uhfSpinSquared a b
      = spinProjection ι κ * (spinProjection ι κ + 1) + spinContamination a b := by
  unfold uhfSpinSquared spinContamination spinProjection
  ring
```

This is an algebraic identity, valid for any two families of vectors.

For M ≥ 0, nonnegativity of C(a, b) gives at once

⟨S²⟩ ≥ M(M + 1) = |M|(|M| + 1).

For M < 0, the exchange rule gives the stronger information

0 ≤ C(b, a) = C(a, b) + 2M,

so C(a, b) ≥ −2M, and

⟨S²⟩ ≥ M² + M − 2M = M² − M = |M|(|M| + 1).

```lean
/-- For orthonormal alpha orbitals and orthonormal beta orbitals, the UHF value of `S²` is at least
`|M| (|M| + 1)`, for either sign of `M`. -/
theorem le_uhfSpinSquared {a : ι → E} {b : κ → E}
    (ha : Orthonormal ℂ a) (hb : Orthonormal ℂ b) :
    |spinProjection ι κ| * (|spinProjection ι κ| + 1) ≤ uhfSpinSquared a b := by
  have h1 := (spinContamination_nonneg_and_eq_zero_iff ha hb).1
  have h2 := (spinContamination_nonneg_and_eq_zero_iff hb ha).1
  have hM : (Fintype.card ι : ℝ) - Fintype.card κ = 2 * spinProjection ι κ := by
    unfold spinProjection
    ring
  rw [spinContamination_swap, hM] at h2
  rw [uhfSpinSquared_eq]
  -- the majority spin decides which of the two contaminations gives the bound
  rcases abs_cases (spinProjection ι κ) with ⟨h, _⟩ | ⟨h, _⟩ <;> rw [h] <;> nlinarith
```

`h1` and `h2` are the nonnegativity of C(a, b) and C(b, a). The proof then splits on the sign of M with `abs_cases`, replaces |M| by M or −M, and leaves the remaining inequality to `nlinarith`.

When beta electrons are in the majority, C(a, b) is at least N_b − N_a even if the alpha orbitals all lie in the beta span. The excess of ⟨S²⟩ over |M|(|M| + 1) is then C(b, a), so the minority family should take the second place.

In electronic-structure practice, the bound gives a consistency check for a single determinant with orthonormal orbitals in each spin: a reported ⟨S²⟩ below |M|(|M| + 1) by more than rounding error points to a fault in the orbitals, the overlaps or the evaluation of the formula.

## One alpha and one beta orbital in two dimensions

Take one electron of each spin and an orthonormal basis of two spatial functions. Let an orbital have real coefficients (c, s) in this basis.

```lean
/-- A single orbital with real coefficients `c` and `s` in a two-dimensional orbital space. -/
def tiltedOrbital (c s : ℝ) : Fin 1 → EuclideanSpace ℂ (Fin 2) :=
  fun _ => !₂[(c : ℂ), (s : ℂ)]
```

`Fin 1` labels the single member of the family, and `EuclideanSpace ℂ (Fin 2)` is ℂ² with its usual inner product. The coefficients are real numbers regarded as complex ones.

The squared norm of this orbital is

‖(c, s)‖² = c² + s²,

so it is normalised when c² + s² = 1. A family with one member has no pair of distinct orbitals to test for orthogonality.

```lean
/-- A tilted orbital with `c² + s² = 1` is an orthonormal family of one member. -/
theorem tiltedOrbital_orthonormal {c s : ℝ} (h : c ^ 2 + s ^ 2 = 1) :
    Orthonormal ℂ (tiltedOrbital c s) := by
  refine ⟨fun i => ?_, fun i j hij => absurd (Subsingleton.elim i j) hij⟩
  rw [EuclideanSpace.norm_eq]
  simp [tiltedOrbital, Fin.sum_univ_two, h]
```

Choose a_0 = (1, 0) and b_0 = (c, s) with c² + s² = 1. Their overlap is c, and

C(a, b) = 1 − c² = s².

```lean
/-- The alpha orbital `(1, 0)` and the beta orbital `(c, s)` with `c² + s² = 1` are each
normalised, and their spin contamination is `s²`. -/
theorem spinContamination_witness {c s : ℝ} (h : c ^ 2 + s ^ 2 = 1) :
    Orthonormal ℂ (tiltedOrbital 1 0) ∧ Orthonormal ℂ (tiltedOrbital c s) ∧
      spinContamination (tiltedOrbital 1 0) (tiltedOrbital c s) = s ^ 2 := by
  refine ⟨tiltedOrbital_orthonormal (by norm_num), tiltedOrbital_orthonormal h, ?_⟩
  simp [spinContamination, tiltedOrbital, PiLp.inner_apply, Fin.sum_univ_two]
  linarith

end

end UHFSpinContamination
```

The theorem records the normalisation of both orbitals together with the value of C. For s = 0 the beta orbital equals the alpha orbital up to sign, and the contamination is zero. For s = ±1 the orbitals are orthogonal and the contamination is 1. Since M = 0 in this example, s² is also the value that the orbital formula gives for ⟨S²⟩.

```lean
#print axioms UHFSpinContamination.spinContamination_nonneg_and_eq_zero_iff
#print axioms UHFSpinContamination.card_le_of_spinContamination_eq_zero
#print axioms UHFSpinContamination.le_uhfSpinSquared
```

```
'UHFSpinContamination.spinContamination_nonneg_and_eq_zero_iff' depends on axioms: [propext, Classical.choice, Quot.sound]
'UHFSpinContamination.card_le_of_spinContamination_eq_zero' depends on axioms: [propext, Classical.choice, Quot.sound]
'UHFSpinContamination.le_uhfSpinSquared' depends on axioms: [propext, Classical.choice, Quot.sound]
```
